# Two non-interacting particles sharing n quanta in a one-dimensional harmonic trap: n + 1 states if distinguishable, ⌊n/2⌋ + 1 for spinless bosons, ⌊(n+1)/2⌋ for spinless fermions

A diagonalisation of two trapped particles in an oscillator basis begins with a list of basis states, often ordered by the total number $n$ of quanta and cut off at some largest $n$. How many states each level contributes depends on whether the particles are distinguishable, bosons or fermions. The three numbers are found here by counting pairs of oscillator quantum numbers, for two particles without spin and without interaction in one dimension.

```lean
import Mathlib

namespace TwoParticleTrap
```

## Pairs of quantum numbers and their energy

Let $\hbar\omega$ be the energy quantum of the trap, written $\varepsilon$ and taken to be the same for both particles. A single particle in the oscillator state $a = 0, 1, 2, \dots$ has energy $\varepsilon(a + \tfrac12)$. Put the first particle in state $a$ and the second in state $b$, and call the product state $|a,b\rangle$. Without interaction the energies add:

$$E(a,b) = \varepsilon\left(a + \tfrac12\right) + \varepsilon\left(b + \tfrac12\right) = \varepsilon\,(a + b + 1).$$

In Lean the pair $(a,b)$ is an element `p` of `ℕ × ℕ`, with `p.1` for $a$ and `p.2` for $b$. The energy is a real number, so the quantum numbers are converted from naturals to reals before they are added.

```lean
/-- The energy of two non-interacting particles in oscillator states `a` and `b` of a
one-dimensional harmonic trap with energy quantum `ε`, zero-point energy included. -/
noncomputable def energy (ε : ℝ) (p : ℕ × ℕ) : ℝ :=
  ε * ((p.1 : ℝ) + (p.2 : ℝ) + 1)
```

The energy depends on $a$ and $b$ only through their sum. For distinguishable particles, the states with $n$ quanta are therefore labelled by all ordered pairs with $a + b = n$, and $(0,1)$ and $(1,0)$ count as two different states.

A count needs a finite set. Since neither particle can carry more than all $n$ quanta, the pairs can be sought in the square $0 \le a, b \le n$. The definition `shell n` forms this square and keeps the pairs with the right sum.

```lean
/-- The states `(a, b)` of two distinguishable particles that share `n` quanta. -/
def shell (n : ℕ) : Finset (ℕ × ℕ) :=
  (Finset.product (Finset.range (n + 1)) (Finset.range (n + 1))).filter
    (fun p => p.1 + p.2 = n)
```

## One label for each exchange-symmetric or antisymmetric state

For identical particles, $|a,b\rangle$ with $a \ne b$ is not an allowed state by itself. The allowed combinations are

$$\frac{|a,b\rangle + |b,a\rangle}{\sqrt2} \quad\text{(bosons)}, \qquad \frac{|a,b\rangle - |b,a\rangle}{\sqrt2} \quad\text{(fermions)}.$$

Interchanging $a$ and $b$ leaves the first unchanged and reverses the sign of the second, so in both cases the pairs $(a,b)$ and $(b,a)$ describe the same physical state. To count it once, we keep the pair with the smaller number first. For $a = b$ the bosons have the additional state $|a,a\rangle$, and the boson labels are the pairs with $a \le b$.

```lean
/-- The states of two spinless bosons that share `n` quanta, each written once with `a ≤ b`. -/
def bosonShell (n : ℕ) : Finset (ℕ × ℕ) :=
  (shell n).filter (fun p => p.1 ≤ p.2)
```

For fermions the antisymmetric combination vanishes when $a = b$, which is the Pauli principle for spinless particles: two of them cannot occupy the same oscillator state. The labels are the pairs with $a < b$.

```lean
/-- The states of two spinless fermions that share `n` quanta, each written once with
`a < b`. -/
def fermionShell (n : ℕ) : Finset (ℕ × ℕ) :=
  (shell n).filter (fun p => p.1 < p.2)
```

These definitions are where exchange symmetry enters. The file contains no wavefunctions and no exchange operator; its theorems count labels, and the step from labels to dimensions of energy eigenspaces rests on the combinations above being a basis of the level. "Spinless" means that one pair of oscillator numbers carries at most one state. Fermions all polarised in the same spin direction are counted in the same way, whereas two electrons with free spins have more states.

## The level with n quanta

The square in the definition of `shell n` should not exclude anything. If $a + b = n$ with $a, b \ge 0$, then $a \le n$ and $b \le n$, so the pair lies in the square automatically. Membership is thus equivalent to the single equation $a + b = n$.

In the proof, one direction reads the equation off the filter. The other has to show that both numbers are below $n + 1$, and `omega`, the decision procedure for linear integer arithmetic, derives both bounds from the sum.

```lean
/-- A pair `(a, b)` belongs to the shell `n` exactly when `a + b = n`. -/
theorem mem_shell (n : ℕ) (p : ℕ × ℕ) : p ∈ shell n ↔ p.1 + p.2 = n := by
  unfold shell
  rw [Finset.mem_filter]
  constructor
  · intro h
    exact h.2
  · intro h
    exact ⟨Finset.mem_product.mpr
      ⟨Finset.mem_range.mpr (by omega), Finset.mem_range.mpr (by omega)⟩, h⟩
```

The set was defined by the number of quanta, while a degeneracy belongs to an energy. The two descriptions agree: if $a + b = n$, the energy is $\varepsilon(n + 1)$. Conversely, suppose

$$\varepsilon\,(a + b + 1) = \varepsilon\,(n + 1).$$

Dividing by $\varepsilon$ and subtracting 1 gives $a + b = n$. The division requires $\varepsilon \ne 0$, which is the hypothesis `hε`. Physically it says that there is a trap: at zero frequency the formula would give every pair the same energy, and the levels would merge. A real trap has $\varepsilon > 0$, but the sign plays no part in the argument.

The proof follows these two steps. `mul_left_cancel₀ hε` removes the factor $\varepsilon$, `add_right_cancel` removes the zero-point term, and `exact_mod_cast` carries the remaining equation from the reals back to the naturals.

```lean
/-- For a nonzero energy quantum `ε`, the states that share `n` quanta are exactly those of energy
`ε (n + 1)`. -/
theorem mem_shell_iff_energy {ε : ℝ} (hε : ε ≠ 0) (n : ℕ) (p : ℕ × ℕ) :
    p ∈ shell n ↔ energy ε p = ε * ((n : ℝ) + 1) := by
  rw [mem_shell, energy]
  constructor
  · intro h
    have hc : (p.1 : ℝ) + (p.2 : ℝ) = (n : ℝ) := by exact_mod_cast h
    rw [hc]
  · intro h
    -- cancel the quantum and the zero-point energy
    have h1 := add_right_cancel (mul_left_cancel₀ hε h)
    exact_mod_cast h1
```

## Each unordered pair is listed once

The rule "smaller number first" must neither lose a boson state nor count one twice. Take any $a$ and $b$ with $a + b = n$.

- If $a \le b$, then $(a,b)$ is listed. The reversed pair $(b,a)$ is listed only if also $b \le a$, which forces $a = b$, and then the two pairs coincide.
- If $b \le a$, the same argument holds with the roles exchanged, and $(b,a)$ is the listed pair.

The theorem expresses this with `∃!`, "there is exactly one": one pair `p` belongs to `bosonShell n` and equals $(a,b)$ or $(b,a)$. The proof splits into the two cases with `le_total`. In each case it names the listed pair, checks that it belongs to the set, and shows that any other candidate $(c,d)$ is equal to it.

```lean
/-- Whenever `a + b = n`, exactly one of the orderings `(a, b)` and `(b, a)` is listed as a
boson state, the two being the same pair when `a = b`. -/
theorem boson_representative (n a b : ℕ) (hab : a + b = n) :
    ∃! p : ℕ × ℕ, p ∈ bosonShell n ∧ (p = (a, b) ∨ p = (b, a)) := by
  rcases le_total a b with h | h
  · refine ⟨(a, b), ⟨?_, Or.inl rfl⟩, ?_⟩
    · simp only [bosonShell, Finset.mem_filter, mem_shell]
      omega
    · rintro ⟨c, d⟩ ⟨hm, hor⟩
      simp only [bosonShell, Finset.mem_filter, mem_shell] at hm
      simp only [Prod.mk.injEq] at hor ⊢
      omega
  · refine ⟨(b, a), ⟨?_, Or.inr rfl⟩, ?_⟩
    · simp only [bosonShell, Finset.mem_filter, mem_shell]
      omega
    · rintro ⟨c, d⟩ ⟨hm, hor⟩
      simp only [bosonShell, Finset.mem_filter, mem_shell] at hm
      simp only [Prod.mk.injEq] at hor ⊢
      omega
```

The fermion labels are the boson labels without the doubly occupied ones, because $a < b$ means the same as $a \le b$ together with $a \ne b$. This is the Pauli principle at the level of labels, and after the definitions are unfolded it is a statement about inequalities that `omega` settles.

```lean
/-- The fermion states are the boson states in which the two particles occupy different
oscillator states. -/
theorem mem_fermionShell_iff (n : ℕ) (p : ℕ × ℕ) :
    p ∈ fermionShell n ↔ p ∈ bosonShell n ∧ p.1 ≠ p.2 := by
  simp only [fermionShell, bosonShell, Finset.mem_filter, mem_shell]
  omega
```

## Counting by the first quantum number

Once $a$ is chosen, $b = n - a$ is fixed. Each of the three sets can therefore be written as a list

$$(0, n),\; (1, n-1),\; (2, n-2),\; \dots$$

that stops at a suitable place. The entries differ in their first number, so a list of $k$ entries contains $k$ different pairs.

The lemma writes the list as the image of $\{0, \dots, k-1\}$ under $i \mapsto (i, n - i)$. This map is injective because equal pairs have equal first components, and an injective map preserves the number of elements. Subtraction of naturals in Lean stops at zero, but the lists used below never go beyond $i = n$.

```lean
/-- The `k` pairs `(i, n - i)` with `i < k` are distinct. -/
theorem card_listed_pairs (n k : ℕ) :
    ((Finset.range k).image (fun i => (i, n - i))).card = k := by
  have hi : Function.Injective (fun i : ℕ => (i, n - i)) := by
    intro i j h
    simp only [Prod.mk.injEq] at h
    exact h.1
  rw [Finset.card_image_of_injective _ hi, Finset.card_range]
```

It remains to find where each list stops.

**Distinguishable particles.** The only condition is $b = n - a \ge 0$, so $a$ runs from $0$ to $n$. This gives $n + 1$ pairs.

**Bosons.** The condition $a \le n - a$ means $2a \le n$, or $a \le \lfloor n/2 \rfloor$. This gives $\lfloor n/2 \rfloor + 1$ pairs.

**Fermions.** The condition $a < n - a$ means $2a < n$. For integers this is $2a + 2 \le n + 1$, or $a + 1 \le \lfloor (n+1)/2 \rfloor$. Hence $a$ runs from $0$ to $\lfloor (n+1)/2 \rfloor - 1$, which gives $\lfloor (n+1)/2 \rfloor$ pairs.

The lowest levels are:

| $n$ | energy | distinguishable | bosons | fermions |
|---|---|---|---|---|
| 0 | $\varepsilon$ | 1 | 1 | 0 |
| 1 | $2\varepsilon$ | 2 | 1 | 1 |
| 2 | $3\varepsilon$ | 3 | 2 | 1 |
| 3 | $4\varepsilon$ | 4 | 2 | 2 |
| 4 | $5\varepsilon$ | 5 | 3 | 2 |

At $n = 0$ both particles would have to occupy the lowest oscillator state, so the fermion list is empty.

The theorem states the three counts together, for every natural number $n$. The symbol `/` between naturals is division rounded down, so `n / 2` is $\lfloor n/2 \rfloor$, and `.card` is the number of elements of a finite set. The trap quantum $\varepsilon$ does not occur in the statement; the link to the energy $\varepsilon(n+1)$ is supplied by `mem_shell_iff_energy`.

The intermediate facts `hS`, `hB` and `hF` identify the three sets with their lists. In each of them, a given pair $(a,b)$ is matched with the list entry $i = a$, and `omega` carries out the arithmetic on the upper limit that was done above. The counts then follow from `card_listed_pairs`.

```lean
/-- With `n` quanta shared between them, two distinguishable particles have `n + 1` states,
two spinless bosons `⌊n/2⌋ + 1` and two spinless fermions `⌊(n+1)/2⌋`. -/
theorem trap_degeneracies (n : ℕ) :
    (shell n).card = n + 1 ∧
    (bosonShell n).card = n / 2 + 1 ∧
    (fermionShell n).card = (n + 1) / 2 := by
  -- each set is listed by the quantum number of the first particle
  have hS : shell n = (Finset.range (n + 1)).image (fun i => (i, n - i)) := by
    ext ⟨a, b⟩
    simp only [mem_shell, Finset.mem_image, Finset.mem_range, Prod.mk.injEq]
    constructor
    · intro h
      exact ⟨a, by omega, rfl, by omega⟩
    · rintro ⟨i, hi, h1, h2⟩
      omega
  have hB : bosonShell n = (Finset.range (n / 2 + 1)).image (fun i => (i, n - i)) := by
    ext ⟨a, b⟩
    simp only [bosonShell, Finset.mem_filter, mem_shell, Finset.mem_image,
      Finset.mem_range, Prod.mk.injEq]
    constructor
    · intro h
      exact ⟨a, by omega, rfl, by omega⟩
    · rintro ⟨i, hi, h1, h2⟩
      omega
  have hF : fermionShell n = (Finset.range ((n + 1) / 2)).image (fun i => (i, n - i)) := by
    ext ⟨a, b⟩
    simp only [fermionShell, Finset.mem_filter, mem_shell, Finset.mem_image,
      Finset.mem_range, Prod.mk.injEq]
    constructor
    · intro h
      exact ⟨a, by omega, rfl, by omega⟩
    · rintro ⟨i, hi, h1, h2⟩
      omega
  refine ⟨?_, ?_, ?_⟩
  · rw [hS, card_listed_pairs]
  · rw [hB, card_listed_pairs]
  · rw [hF, card_listed_pairs]
```

## The fermion levels are the boson levels moved up by one quantum

The last two columns of the table contain the same sequence, displaced by one row. In general, the fermion count at $n + 1$ is

$$\left\lfloor \frac{(n+1)+1}{2} \right\rfloor = \left\lfloor \frac{n}{2} + 1 \right\rfloor = \left\lfloor \frac{n}{2} \right\rfloor + 1,$$

which is the boson count at $n$. The pairs show the reason directly: adding one quantum to the second number turns $(a,b)$ with $a \le b$ into $(a, b+1)$ with $a < b + 1$, and removing it reverses the step. The Lean proof takes the route through the formulas. It inserts the two counts from the preceding theorem and leaves the identity between rounded quotients to `omega`.

```lean
/-- Two spinless fermions sharing `n + 1` quanta have as many states as two spinless bosons
sharing `n` quanta. -/
theorem fermion_boson_shift (n : ℕ) :
    (fermionShell (n + 1)).card = (bosonShell n).card := by
  rw [(trap_degeneracies (n + 1)).2.2, (trap_degeneracies n).2.1]
  omega

end TwoParticleTrap
```

```lean
#print axioms TwoParticleTrap.mem_shell_iff_energy
#print axioms TwoParticleTrap.boson_representative
#print axioms TwoParticleTrap.mem_fermionShell_iff
#print axioms TwoParticleTrap.fermion_boson_shift
```

```
'TwoParticleTrap.mem_shell_iff_energy' depends on axioms: [propext, Classical.choice, Quot.sound]
'TwoParticleTrap.boson_representative' depends on axioms: [propext, Classical.choice, Quot.sound]
'TwoParticleTrap.mem_fermionShell_iff' depends on axioms: [propext, Classical.choice, Quot.sound]
'TwoParticleTrap.fermion_boson_shift' depends on axioms: [propext, Classical.choice, Quot.sound]
```

## Loop limits and partition sums

In a program that builds the basis level by level, the counts appear as loop limits. With Python's convention that the upper limit is excluded, the first quantum number `a` runs over `range(n + 1)` for distinguishable particles, `range(n // 2 + 1)` for bosons and `range((n + 1) // 2)` for fermions, with `b = n - a` in all three cases.

For a basis with all levels up to $n = N$, the array sizes follow by addition. Distinguishable particles need $(N+1)(N+2)/2$ states. The boson and fermion sizes add up to this number, and they differ by the $\lfloor N/2 \rfloor + 1$ doubly occupied pairs, which fixes both. An interaction between the particles can change the energies and mix the levels, but the size of the truncated basis stays the same.

The displacement by one quantum is useful in thermal sums. For two non-interacting spinless particles in this trap at inverse temperature $\beta > 0$, with $\varepsilon > 0$, the canonical partition functions obey $Z_{\text{fermion}} = e^{-\beta\varepsilon} Z_{\text{boson}}$, since every boson level reappears one quantum higher with the same degeneracy. A code that sums the two spectra separately can be tested against this ratio. Sums that are cut off at a finite level satisfy it exactly if the fermion sum is carried one level further than the boson sum.
